# Real and imaginary orbital rotations decouple for real A and B

When a static perturbation acts on a molecule described by a self-consistent-field determinant of real orbitals, the real and imaginary parts of the first-order orbital rotations obey two separate real equations. For real matrices A and B, the first-order Brillouin equation

A X + B conj(X) = −h

holds if and only if

(A + B) U = −Re h and (A − B) W = −Im h, where X = U + iW.

The vector X holds one complex rotation amplitude for each occupied-virtual orbital pair, and h holds the matrix elements of the perturbation between those orbitals. A contains the orbital energy differences and part of the electron interaction, B the remaining coupling to the conjugate amplitudes. Their reality stands for real unperturbed orbitals, the usual choice for a molecule without a magnetic field or spin-orbit coupling.

In a finite orbital basis and at zero frequency, a real electric perturbation therefore needs only A + B, and an imaginary magnetic one only A − B, provided that the other matrix is nonsingular.

## From one complex equation to two real ones

Since conj(X) = U − iW,

A X + B conj(X) = (A + B) U + i (A − B) W.

Comparing real and imaginary parts with −h gives the two equations.

If both matrices are nonsingular, each h has exactly one solution:

U = −(A + B)⁻¹ Re h, W = −(A − B)⁻¹ Im h.

If instead (A + B)v = 0 with v ≠ 0, then X = v and X = 0 both solve the equation for h = 0. If (A − B)v = 0, then X = iv does the same. Unique solvability for every h is thus equivalent to both matrices being nonsingular. Moreover, if Im h = 0 and A − B is nonsingular, then W = 0; if Re h = 0 and A + B is nonsingular, then U = 0.

Now let A and B be symmetric, and define the Hylleraas functional

J(X) = Re X†(A X + B conj(X)) + 2 Re X†h.

Because Re X†Y = Re X · Re Y + Im X · Im Y,

J(X) = U·(A + B)U + W·(A − B)W + 2 U·Re h + 2 W·Im h.

Take a direction D = E + iF and a real step t. The terms linear in t include U·(A + B)E + E·(A + B)U, which symmetry turns into 2 E·(A + B)U; the imaginary part behaves alike. With the residual R = A X + B conj(X) + h,

J(X + tD) = J(X) + 2t Re D†R + t² Re D†(A D + B conj(D)).

The slope at t = 0 is 2 Re D†R. If it vanishes for every D, the choice D = R gives 2 Σᵢ |Rᵢ|² = 0, so R = 0. Conversely, R = 0 makes every slope zero.

## One pair, and two pairs with numbers

For a single orbital pair, A and B are real numbers a and b, and the equations are (a + b)u = −Re h and (a − b)w = −Im h. As b approaches a ≠ 0, the imaginary response to a fixed Im h ≠ 0 diverges, while the real response stays finite.

For two pairs, take A = [[3, 1], [1, 3]], B the identity, and h = (3 − 3i, −3 − 3i). Then

[[4, 1], [1, 4]] U = (−3, 3), so U = (−1, 1),
[[2, 1], [1, 2]] W = (3, 3), so W = (1, 1).

Hence X = (−1 + i, 1 + i). Substitution gives A X = (−2 + 4i, 2 + 4i) and conj(X) = (−1 − i, 1 − i), whose sum is (−3 + 3i, 3 + 3i) = −h.

## Amplitudes, response operator and functional in Lean

The finite type `n` labels the occupied-virtual pairs.

```lean
import Mathlib

open Matrix

namespace CoupledPerturbedDecoupling

noncomputable section

variable {n : Type*} [Fintype n]
```

Amplitudes and perturbations are functions `n → ℂ`. Their real and imaginary parts are real vectors.

```lean
/-- The real parts of a vector of complex orbital-rotation amplitudes. -/
def rePart (X : n → ℂ) : n → ℝ := fun i => (X i).re

/-- The imaginary parts of a vector of complex orbital-rotation amplitudes. -/
def imPart (X : n → ℂ) : n → ℝ := fun i => (X i).im
```

The name `response` denotes the operator acting on X, not the solution of the equation. `A.map Complex.ofReal` reads the real entries as complex numbers, `*ᵥ` is the matrix-vector product, and `star X` is conj(X).

```lean
/-- The coupled-perturbed response operator `X ↦ A X + B conj(X)` built from real
matrices `A` and `B`. -/
def response (A B : Matrix n n ℝ) (X : n → ℂ) : n → ℂ :=
  A.map Complex.ofReal *ᵥ X + B.map Complex.ofReal *ᵥ star X
```

In the functional J, `star X ⬝ᵥ h` is X†h.

```lean
/-- The Hylleraas functional `Re X†(A X + B conj(X)) + 2 Re X†h` of the amplitudes `X`
in the perturbation `h`. -/
def hylleraas (A B : Matrix n n ℝ) (h X : n → ℂ) : ℝ :=
  (star X ⬝ᵥ response A B X).re + 2 * (star X ⬝ᵥ h).re
```

A and B are arbitrary real matrices here. That a self-consistent-field calculation leads to this equation, with A and B built from orbital energies and integrals, is taken from the physics and not derived.

## The decoupling

The next two theorems are the real and imaginary parts of the operator identity. Each is checked component by component, by splitting the sum over pairs.

```lean
/-- The real part of the response operator acts on the real rotations alone, through `A + B`. -/
theorem rePart_response (A B : Matrix n n ℝ) (X : n → ℂ) :
    rePart (response A B X) = (A + B) *ᵥ rePart X := by
  ext i
  simp [rePart, response, Matrix.mulVec, dotProduct, add_mul, Finset.sum_add_distrib]

/-- The imaginary part of the response operator acts on the imaginary rotations alone,
through `A - B`. -/
theorem imPart_response (A B : Matrix n n ℝ) (X : n → ℂ) :
    imPart (response A B X) = (A - B) *ᵥ imPart X := by
  ext i
  simp [imPart, response, Matrix.mulVec, dotProduct, sub_eq_add_neg, add_mul,
    Finset.sum_add_distrib]
```

The equivalence follows: one direction takes parts of the complex equation, and the other reassembles each component with `Complex.ext`.

```lean
/-- For real `A` and `B`, the Brillouin equation `A X + B conj(X) = -h` is equivalent to two
independent real equations, one for the real and one for the imaginary rotations. -/
theorem brillouin_iff (A B : Matrix n n ℝ) (X h : n → ℂ) :
    response A B X = -h ↔
      (A + B) *ᵥ rePart X = -rePart h ∧ (A - B) *ᵥ imPart X = -imPart h := by
  rw [← rePart_response, ← imPart_response]
  constructor
  · intro e
    rw [e]
    exact ⟨funext fun i => by simp [rePart], funext fun i => by simp [imPart]⟩
  · rintro ⟨h1, h2⟩
    funext i
    exact Complex.ext (by simpa [rePart] using congrFun h1 i)
      (by simpa [imPart] using congrFun h2 i)
```

## Unique solutions and purely real or imaginary responses

The first lemma multiplies M v = b by the inverse of M.

```lean
/-- Any solution `v` of a real linear equation `M v = b` with nonsingular `M` equals the inverse
matrix applied to the right-hand side. -/
theorem eq_inv_mulVec [DecidableEq n] {M : Matrix n n ℝ} (hM : M.det ≠ 0) {v b : n → ℝ}
    (e : M *ᵥ v = b) : v = M⁻¹ *ᵥ b := by
  rw [← e, Matrix.mulVec_mulVec, Matrix.nonsing_inv_mul _ (isUnit_iff_ne_zero.mpr hM),
    Matrix.one_mulVec]
```

In the theorem below, `∃!` means that exactly one X exists. The forward direction turns a zero determinant into a null vector v and uses v or iv as a second solution at h = 0. The reverse direction joins the two real solutions and compares any other solution with them.

```lean
/-- The Brillouin equation has exactly one solution for every perturbation if and only if
`A + B` and `A - B` are both nonsingular. -/
theorem existsUnique_response_iff [DecidableEq n] (A B : Matrix n n ℝ) :
    (∀ h : n → ℂ, ∃! X : n → ℂ, response A B X = -h) ↔
      (A + B).det ≠ 0 ∧ (A - B).det ≠ 0 := by
  constructor
  · intro H
    obtain ⟨X0, -, hu⟩ := H 0
    -- without a perturbation only the zero response is allowed
    have z : ∀ X : n → ℂ, response A B X = -0 → X = 0 := fun X hX =>
      (hu X hX).trans (hu 0 (by simp [response])).symm
    have r0 : (0 : n → ℝ) = -rePart (0 : n → ℂ) := by ext i; simp [rePart]
    have i0 : (0 : n → ℝ) = -imPart (0 : n → ℂ) := by ext i; simp [imPart]
    constructor
    · intro hd
      obtain ⟨v, hv, hMv⟩ := Matrix.exists_mulVec_eq_zero_iff.mpr hd
      have e : (fun i => (⟨v i, 0⟩ : ℂ)) = 0 := z _ ((brillouin_iff A B _ 0).mpr
        ⟨hMv.trans r0, (Matrix.mulVec_zero (A - B)).trans i0⟩)
      exact hv (funext fun i => by simpa using congrArg Complex.re (congrFun e i))
    · intro hd
      obtain ⟨v, hv, hMv⟩ := Matrix.exists_mulVec_eq_zero_iff.mpr hd
      have e : (fun i => (⟨0, v i⟩ : ℂ)) = 0 := z _ ((brillouin_iff A B _ 0).mpr
        ⟨(Matrix.mulVec_zero (A + B)).trans r0, hMv.trans i0⟩)
      exact hv (funext fun i => by simpa using congrArg Complex.im (congrFun e i))
  · rintro ⟨h1, h2⟩ h
    -- solve the two real problems and join the results
    refine ⟨fun i => ⟨((A + B)⁻¹ *ᵥ (-rePart h)) i, ((A - B)⁻¹ *ᵥ (-imPart h)) i⟩,
      (brillouin_iff A B _ h).mpr ⟨?_, ?_⟩, ?_⟩
    · change (A + B) *ᵥ ((A + B)⁻¹ *ᵥ (-rePart h)) = _
      rw [Matrix.mulVec_mulVec, Matrix.mul_nonsing_inv _ (isUnit_iff_ne_zero.mpr h1),
        Matrix.one_mulVec]
    · change (A - B) *ᵥ ((A - B)⁻¹ *ᵥ (-imPart h)) = _
      rw [Matrix.mulVec_mulVec, Matrix.mul_nonsing_inv _ (isUnit_iff_ne_zero.mpr h2),
        Matrix.one_mulVec]
    · intro Y hY
      obtain ⟨a, b⟩ := (brillouin_iff A B Y h).mp hY
      funext i
      exact Complex.ext (congrFun (eq_inv_mulVec h1 a) i) (congrFun (eq_inv_mulVec h2 b) i)
```

For a null vector v of A + B the rotation X = v leaves the quadratic part of J at zero; for a null vector v of A − B the rotation X = iv does. The two selection rules each need only one nonsingular matrix.

```lean
/-- If `A - B` is nonsingular, every solution of the Brillouin equation for a real perturbation is
purely real. -/
theorem real_response [DecidableEq n] {A B : Matrix n n ℝ} {X h : n → ℂ}
    (hd : (A - B).det ≠ 0) (hh : imPart h = 0) (e : response A B X = -h) :
    imPart X = 0 := by
  rw [eq_inv_mulVec hd ((brillouin_iff A B X h).mp e).2, hh, neg_zero, Matrix.mulVec_zero]

/-- If `A + B` is nonsingular, every solution of the Brillouin equation for a purely imaginary
perturbation is purely imaginary. -/
theorem imaginary_response [DecidableEq n] {A B : Matrix n n ℝ} {X h : n → ℂ}
    (hd : (A + B).det ≠ 0) (hh : rePart h = 0) (e : response A B X = -h) :
    rePart X = 0 := by
  rw [eq_inv_mulVec hd ((brillouin_iff A B X h).mp e).1, hh, neg_zero, Matrix.mulVec_zero]
```

## Stationarity of the Hylleraas functional

The real part of the overlap splits as in the derivation.

```lean
/-- The real part of the complex overlap `X†Y` is the sum of the overlaps of the real parts
and of the imaginary parts. -/
theorem re_star_dotProduct (X Y : n → ℂ) :
    (star X ⬝ᵥ Y).re = rePart X ⬝ᵥ rePart Y + imPart X ⬝ᵥ imPart Y := by
  simp [rePart, imPart, dotProduct, Finset.sum_add_distrib]
```

Symmetry of A and B, assumed from here on, enters through `sym`. The facts `s1` and `s2` equate the cross terms for A + B and A − B, and `linear_combination` collects them into the exact expansion.

```lean
/-- For symmetric `A` and `B`, the Hylleraas functional along a direction `D` is a polynomial of
degree at most two in the real step `t`, whose linear coefficient is `2 Re D†R` with the residual
`R = A X + B conj(X) + h`. -/
theorem hylleraas_expansion {A B : Matrix n n ℝ} (hA : A.IsSymm) (hB : B.IsSymm)
    (h X D : n → ℂ) (t : ℝ) :
    hylleraas A B h (X + t • D) = hylleraas A B h X
      + t * (2 * (star D ⬝ᵥ (response A B X + h)).re)
      + t ^ 2 * (star D ⬝ᵥ response A B D).re := by
  have ra : ∀ Y Z : n → ℂ, rePart (Y + Z) = rePart Y + rePart Z := fun _ _ => rfl
  have ia : ∀ Y Z : n → ℂ, imPart (Y + Z) = imPart Y + imPart Z := fun _ _ => rfl
  have rs : rePart (t • D) = t • rePart D := by ext i; simp [rePart]
  have is : imPart (t • D) = t • imPart D := by ext i; simp [imPart]
  -- symmetry makes the two cross terms equal
  have sym : ∀ M : Matrix n n ℝ, M.IsSymm → ∀ u v : n → ℝ,
      u ⬝ᵥ (M *ᵥ v) = v ⬝ᵥ (M *ᵥ u) := by
    intro M hM u v
    rw [Matrix.dotProduct_mulVec, ← Matrix.mulVec_transpose, hM.eq, dotProduct_comm]
  have s1 := sym (A + B) (hA.add hB) (rePart X) (rePart D)
  have s2 := sym (A - B) (hA.sub hB) (imPart X) (imPart D)
  simp only [hylleraas, re_star_dotProduct]
  simp only [ra, ia, rs, is, rePart_response,
    imPart_response, Matrix.mulVec_add, Matrix.mulVec_smul, dotProduct_add, add_dotProduct,
    smul_dotProduct, dotProduct_smul, smul_eq_mul]
  linear_combination t * s1 + t * s2
```

In the last theorem, `HasDerivAt ... 0 0` says that the derivative with respect to t is zero at t = 0. `key` reads the slope off the expansion. Uniqueness of the derivative, applied along the residual, then makes a sum of two nonnegative squared norms vanish. The result concerns stationary points: it asserts no minimum, and it does not identify J with a second-order energy.

```lean
/-- For symmetric `A` and `B`, the Hylleraas functional is stationary at `X` in every complex
direction if and only if `X` solves the Brillouin equation. -/
theorem stationary_iff_brillouin {A B : Matrix n n ℝ} (hA : A.IsSymm) (hB : B.IsSymm)
    (h X : n → ℂ) :
    (∀ D : n → ℂ, HasDerivAt (fun t : ℝ => hylleraas A B h (X + t • D)) 0 0) ↔
      response A B X = -h := by
  have poly : ∀ a b c : ℝ, HasDerivAt (fun t : ℝ => a + t * b + t ^ 2 * c) b 0 := by
    intro a b c
    have h2 := (((hasDerivAt_id' (0 : ℝ)).mul_const b).const_add a).fun_add
      ((hasDerivAt_pow 2 (0 : ℝ)).mul_const c)
    exact h2.congr_deriv (by simp)
  have key : ∀ D : n → ℂ, HasDerivAt (fun t : ℝ => hylleraas A B h (X + t • D))
      (2 * (star D ⬝ᵥ (response A B X + h)).re) 0 := by
    intro D
    simp only [hylleraas_expansion hA hB]
    exact poly _ _ _
  constructor
  · intro H
    -- the residual itself is the decisive test direction
    have e := (key (response A B X + h)).unique (H (response A B X + h))
    rw [re_star_dotProduct] at e
    have nn : ∀ v : n → ℝ, 0 ≤ v ⬝ᵥ v := fun v =>
      Finset.sum_nonneg fun i _ => mul_self_nonneg (v i)
    have p1 := nn (rePart (response A B X + h))
    have p2 := nn (imPart (response A B X + h))
    have z1 := dotProduct_self_eq_zero.mp
      (show rePart (response A B X + h) ⬝ᵥ rePart (response A B X + h) = 0 by linarith)
    have z2 := dotProduct_self_eq_zero.mp
      (show imPart (response A B X + h) ⬝ᵥ imPart (response A B X + h) = 0 by linarith)
    apply eq_neg_of_add_eq_zero_left
    funext i
    exact Complex.ext (congrFun z1 i) (congrFun z2 i)
  · intro e D
    exact (key D).congr_deriv (by simp [e])

end

end CoupledPerturbedDecoupling
```

```lean
#print axioms CoupledPerturbedDecoupling.existsUnique_response_iff
#print axioms CoupledPerturbedDecoupling.real_response
#print axioms CoupledPerturbedDecoupling.imaginary_response
#print axioms CoupledPerturbedDecoupling.stationary_iff_brillouin
```

```
'CoupledPerturbedDecoupling.existsUnique_response_iff' depends on axioms: [propext, Classical.choice, Quot.sound]
'CoupledPerturbedDecoupling.real_response' depends on axioms: [propext, Classical.choice, Quot.sound]
'CoupledPerturbedDecoupling.imaginary_response' depends on axioms: [propext, Classical.choice, Quot.sound]
'CoupledPerturbedDecoupling.stationary_iff_brillouin' depends on axioms: [propext, Classical.choice, Quot.sound]
```
